# A small loop of boosts along perpendicular axes rotates space at second order in the rapidity

Take the boosts of rapidity s along two directions in a plane, at angles φ and ψ, and multiply them by their inverses in the order that forms a commutator, with the rightmost factor acting first. In 1+2 dimensions the result satisfies

(B_φ(s) B_ψ(s) B_φ(−s) B_ψ(−s) − 1)/s² → K_φ K_ψ − K_ψ K_φ = sin(φ − ψ) J

as s → 0 through nonzero values. Here B_φ(s) is the boost along φ, K_φ is its generator, and J generates rotations of the spatial plane. For the x and y axes, φ = 0 and ψ = π/2, the limit is −J, which is not zero. The loop is the identity at every rapidity exactly when sin(φ − ψ) = 0.

The name Thomas-Wigner rotation usually refers to the finite rotation left over when two boosts are combined into one. The limit here is its infinitesimal relative: it fixes the s² term of a loop, not a rotation angle at finite s. This non-commutativity of boosts is the kinematic origin of Thomas precession, which enters the spin-orbit coupling of atomic electrons, although the model has only spacetime vectors in a plane, with no spinors and no orbit.

```lean
import Mathlib

open Filter Topology

namespace ThomasWigner

noncomputable section
```

## Matrices acting on (t, x, y)

The speed of light is 1, and real 3×3 matrices act on column vectors. In a product the rightmost factor therefore acts first. Write n_φ = (cos φ, sin φ) for the boost direction and r = (x, y) for the spatial part of a vector. The generator exchanges time with the component along n_φ:

K_φ (t, r) = (n_φ·r, t n_φ).

This is `boostGen φ`.

```lean
/-- Generator of boosts along the spatial direction at angle `φ`, in coordinates `(t, x, y)`. -/
def boostGen (φ : ℝ) : Matrix (Fin 3) (Fin 3) ℝ :=
  !![0, Real.cos φ, Real.sin φ; Real.cos φ, 0, 0; Real.sin φ, 0, 0]
```

The boost is defined by a closed formula, not by an exponential series:

B_φ(s) = 1 + sinh s K_φ + (cosh s − 1) K_φ².

With this sign, a particle at rest acquires velocity tanh s along n_φ.

```lean
/-- Boost of rapidity `s` along the spatial direction at angle `φ`. -/
def boost (φ s : ℝ) : Matrix (Fin 3) (Fin 3) ℝ :=
  1 + Real.sinh s • boostGen φ + (Real.cosh s - 1) • (boostGen φ * boostGen φ)
```

Rotations and J, called `rotation` and `rotGen`, are also explicit matrices. Positive angles turn the x axis towards the y axis.

```lean
/-- Rotation of the spatial plane by the angle `θ`. -/
def rotation (θ : ℝ) : Matrix (Fin 3) (Fin 3) ℝ :=
  !![1, 0, 0; 0, Real.cos θ, -Real.sin θ; 0, Real.sin θ, Real.cos θ]

/-- Generator of rotations of the spatial plane. -/
def rotGen : Matrix (Fin 3) (Fin 3) ℝ :=
  !![0, 0, 0; 0, 0, -1; 0, 1, 0]
```

The loop is a product of four boosts. The theorems take no separate assumptions about it: φ and ψ are arbitrary real numbers, and the physical conditions discussed below are built into the definitions and the limit.

```lean
/-- The product of boosts `B_φ(s) B_ψ(s) B_φ(-s) B_ψ(-s)`. -/
def boostLoop (φ ψ s : ℝ) : Matrix (Fin 3) (Fin 3) ℝ :=
  boost φ s * boost ψ s * boost φ (-s) * boost ψ (-s)
```

## A boost direction of unit length

The parameter s is a rapidity only because n_φ has length one. Applying K_φ twice gives

K_φ² (t, r) = (t, (n_φ·r) n_φ),

which is the projection onto the plane spanned by the time axis and n_φ. A third application gives K_φ³ = K_φ. Both steps use cos²φ + sin²φ = 1.

The theorem `boostGen_sq` checks the square entry by entry: `fin_cases` runs through the nine entries, and the trigonometric identity settles the time-time entry.

```lean
/-- The square of a boost generator is the projection onto the plane spanned by the time axis
and the boost direction. -/
theorem boostGen_sq (φ : ℝ) : boostGen φ * boostGen φ =
    !![1, 0, 0; 0, Real.cos φ ^ 2, Real.cos φ * Real.sin φ;
       0, Real.sin φ * Real.cos φ, Real.sin φ ^ 2] := by
  ext i j
  fin_cases i <;> fin_cases j <;>
    simp [boostGen, Matrix.mul_apply, Fin.sum_univ_three] <;>
    first
      | linear_combination Real.sin_sq_add_cos_sq φ
      | ring
```

Along the axes, substituting the square into the definition gives the familiar matrices with cosh s on the diagonal and sinh s between time and the boosted coordinate. The transverse coordinate is unchanged.

```lean
/-- Along the two coordinate axes the boosts are the usual hyperbolic matrices. -/
theorem boost_axes (s : ℝ) :
    boost 0 s = !![Real.cosh s, Real.sinh s, 0; Real.sinh s, Real.cosh s, 0; 0, 0, 1] ∧
    boost (Real.pi / 2) s =
      !![Real.cosh s, 0, Real.sinh s; 0, 1, 0; Real.sinh s, 0, Real.cosh s] := by
  constructor <;> rw [boost, boostGen_sq] <;> ext i j <;>
    fin_cases i <;> fin_cases j <;> simp [boostGen]
```

The relation K³ = K also makes rapidities add. For a second rapidity s′, which the code calls `t`, multiply B_φ(s) by B_φ(s′) and reduce K³ to K and K⁴ to K². The coefficient of K is

sinh s + sinh s′ + sinh s (cosh s′ − 1) + (cosh s − 1) sinh s′ = sinh(s + s′),

and the coefficient of K² is

(cosh s − 1) + (cosh s′ − 1) + sinh s sinh s′ + (cosh s − 1)(cosh s′ − 1) = cosh(s + s′) − 1.

In `boost_mul`, `h2` is K³ = K, while `h1` and `h3` give the other reductions needed. After expansion with the hyperbolic addition formulas, `module` compares the coefficients.

```lean
/-- Rapidities of boosts along the same direction add. -/
theorem boost_mul (φ s t : ℝ) : boost φ s * boost φ t = boost φ (s + t) := by
  -- the generator satisfies K³ = K
  have h2 : boostGen φ * boostGen φ * boostGen φ = boostGen φ := by
    have h := Real.sin_sq_add_cos_sq φ
    rw [boostGen_sq]
    ext i j
    fin_cases i <;> fin_cases j <;>
      simp [boostGen, Matrix.mul_apply, Fin.sum_univ_three] <;>
      first
        | linear_combination Real.cos φ * h
        | linear_combination Real.sin φ * h
  have h1 : boostGen φ * (boostGen φ * boostGen φ) = boostGen φ := by
    rw [← mul_assoc, h2]
  have h3 : boostGen φ * boostGen φ * (boostGen φ * boostGen φ)
      = boostGen φ * boostGen φ := by
    rw [← mul_assoc, h2]
  simp only [boost, add_mul, mul_add, one_mul, mul_one, smul_mul_assoc, mul_smul_comm,
    h1, h2, h3, Real.sinh_add, Real.cosh_add]
  module
```

If n_φ were replaced by a vector of length ρ, the generator would satisfy K³ = ρ² K. Unless ρ is 0 or 1, the formula for B would then no longer obey this addition law.

## Opposite rapidities that undo each boost

The last two factors of the loop carry rapidity −s. Physically, each boost is cancelled by an equal boost in the opposite direction, but with the other boost in between. Setting s′ = −s in the addition law gives B_φ(s) B_φ(−s) = B_φ(0) = 1.

```lean
/-- The boost of opposite rapidity undoes a boost. -/
theorem boost_mul_neg (φ s : ℝ) : boost φ s * boost φ (-s) = 1 := by
  rw [boost_mul, add_neg_cancel]
  simp [boost]
```

This inverse turns the loop into a commutator. For fixed s, write A = B_φ(s) and B = B_ψ(s). Since B A A⁻¹ B⁻¹ = 1,

A B A⁻¹ B⁻¹ − 1 = (AB − BA) A⁻¹ B⁻¹.

Subtracting the identity from each factor does not change a commutator, so

A B A⁻¹ B⁻¹ − 1 = [(A − 1)(B − 1) − (B − 1)(A − 1)] A⁻¹ B⁻¹.

Each of A − 1 and B − 1 is of first order in s, so the bracket is of second order.

Without the two inverse boosts, the product AB departs from the identity by s(K_φ + K_ψ) at first order. Division by s² would then diverge unless the two directions were opposite. Equality of the two rapidities matters less: it allows a single parameter and the divisor s².

## Rapidity tending to zero through nonzero values

Small rapidity means small velocity, since tanh s ≈ s. From the definition,

(B_φ(s) − 1)/s = (sinh s / s) K_φ + ((cosh s − 1)/s) K_φ².

The derivatives of sinh and cosh at zero are 1 and 0, so the right side tends to K_φ.

In `boost_slope`, the filter `𝓝[≠] 0` expresses the approach to zero with zero itself excluded, and convergence of matrices means convergence of every entry. The facts `h1` and `h2` are the two scalar limits, obtained from the derivatives; they are then multiplied by fixed matrices and added.

```lean
/-- A boost minus the identity, divided by the rapidity, tends to the boost generator as the
rapidity tends to zero through nonzero values. -/
theorem boost_slope (φ : ℝ) :
    Tendsto (fun s : ℝ => s⁻¹ • (boost φ s - 1)) (𝓝[≠] 0) (𝓝 (boostGen φ)) := by
  have h1 : Tendsto (fun s : ℝ => s⁻¹ * Real.sinh s) (𝓝[≠] 0) (𝓝 1) := by
    simpa using hasDerivAt_iff_tendsto_slope_zero.mp (Real.hasDerivAt_sinh 0)
  have h2 : Tendsto (fun s : ℝ => s⁻¹ * (Real.cosh s - 1)) (𝓝[≠] 0) (𝓝 0) := by
    simpa using hasDerivAt_iff_tendsto_slope_zero.mp (Real.hasDerivAt_cosh 0)
  have h := (h1.smul_const (boostGen φ)).add (h2.smul_const (boostGen φ * boostGen φ))
  rw [one_smul, zero_smul, add_zero] at h
  refine h.congr fun s => ?_
  simp only [boost]
  module
```

The exclusion matters because the quotient has no meaning at s = 0. Lean's division by zero would assign it the value 0 there, whereas the limit K_φ is never zero. For the loop's quotient by s², treated below, the same value would spoil the limit whenever the commutator is nonzero.

## Two directions and the rotation between them

To identify the limit as a rotation generator, differentiate the rotation matrix at angle zero. The cosine entries have derivative 0, and the entries −sin θ and sin θ have derivatives −1 and 1. The resulting matrix is J. The theorem `rotation_hasDerivAt` states this for each entry, and its final line lists the nine derivatives row by row.

```lean
/-- The matrix `rotGen` is the derivative of the spatial rotations at angle zero,
entry by entry. -/
theorem rotation_hasDerivAt (i j : Fin 3) :
    HasDerivAt (fun θ => rotation θ i j) (rotGen i j) 0 := by
  have h0 : HasDerivAt (fun _ : ℝ => (0 : ℝ)) 0 0 := hasDerivAt_const _ _
  have h1 : HasDerivAt (fun _ : ℝ => (1 : ℝ)) 0 0 := hasDerivAt_const _ _
  have hc : HasDerivAt (fun θ : ℝ => Real.cos θ) 0 0 := by
    simpa using Real.hasDerivAt_cos 0
  have hs : HasDerivAt (fun θ : ℝ => Real.sin θ) 1 0 := by
    simpa using Real.hasDerivAt_sin 0
  have hn : HasDerivAt (fun θ : ℝ => -Real.sin θ) (-1) 0 := hs.fun_neg
  fin_cases i <;> fin_cases j
  exacts [h1, h0, h0, h0, hc, hn, h0, hs, hc]
```

For the commutator, apply one generator after the other:

K_φ K_ψ (t, r) = (t n_φ·n_ψ, (n_ψ·r) n_φ).

Exchanging φ and ψ and subtracting cancels the time component:

(K_φ K_ψ − K_ψ K_φ)(t, r) = (0, (n_ψ·r) n_φ − (n_φ·r) n_ψ).

The diagonal entries of the spatial block cancel. Its lower-left entry is

sin φ cos ψ − sin ψ cos φ = sin(φ − ψ),

and its upper-right entry is the negative of this. The commutator is therefore sin(φ − ψ) J. The Lean proof compares the nine entries using the subtraction formula for the sine.

```lean
/-- The commutator of two boost generators is the rotation generator times the sine of the signed
angle `φ - ψ` from the second boost direction to the first. -/
theorem boostGen_commutator (φ ψ : ℝ) :
    boostGen φ * boostGen ψ - boostGen ψ * boostGen φ = Real.sin (φ - ψ) • rotGen := by
  ext i j
  fin_cases i <;> fin_cases j <;>
    simp [boostGen, rotGen, Real.sin_sub] <;> ring
```

If the directions are parallel or antiparallel, the sine vanishes and so does the rotation. The general limit remains true in that case, with value zero.

## The second-order limit

Dividing the commutator identity for the loop by s² assigns one factor 1/s to each difference:

(loop − 1)/s² = [((A − 1)/s)((B − 1)/s) − ((B − 1)/s)((A − 1)/s)] A⁻¹ B⁻¹.

The quotients tend to K_φ and K_ψ, and the inverse boosts tend to 1. Matrix multiplication is continuous, so the limit is K_φ K_ψ − K_ψ K_φ.

The theorem `infinitesimal_thomas_wigner` follows these steps. Its `key` is the commutator identity: the inverse law supplies the product equal to 1, and `noncomm_ring` carries out the algebra without exchanging factors. The fact `hinv` obtains the limit of the inverse boosts from continuity of sinh and cosh. The individual limits are then multiplied and subtracted, and the last lines distribute the factor 1/s².

```lean
/-- The loop of boosts minus the identity, divided by the square of the rapidity, tends to the
commutator of the two boost generators as the rapidity tends to zero through nonzero values. -/
theorem infinitesimal_thomas_wigner (φ ψ : ℝ) :
    Tendsto (fun s : ℝ => (s ^ 2)⁻¹ • (boostLoop φ ψ s - 1)) (𝓝[≠] 0)
      (𝓝 (boostGen φ * boostGen ψ - boostGen ψ * boostGen φ)) := by
  -- the loop minus the identity is a commutator times the inverse boosts
  have key : ∀ s, boostLoop φ ψ s - 1 =
      ((boost φ s - 1) * (boost ψ s - 1) - (boost ψ s - 1) * (boost φ s - 1)) *
        (boost φ (-s) * boost ψ (-s)) := by
    intro s
    have h : boost ψ s * boost φ s * (boost φ (-s) * boost ψ (-s)) = 1 := by
      rw [mul_assoc, ← mul_assoc (boost φ s), boost_mul_neg, one_mul, boost_mul_neg]
    unfold boostLoop
    calc boost φ s * boost ψ s * boost φ (-s) * boost ψ (-s) - 1
        = boost φ s * boost ψ s * boost φ (-s) * boost ψ (-s)
          - boost ψ s * boost φ s * (boost φ (-s) * boost ψ (-s)) := by rw [h]
      _ = _ := by noncomm_ring
  -- the inverse boosts tend to the identity
  have hinv : ∀ θ, Tendsto (fun s : ℝ => boost θ (-s)) (𝓝[≠] 0) (𝓝 1) := by
    intro θ
    have hc : Continuous (fun s : ℝ => boost θ (-s)) := by
      unfold boost
      exact (continuous_const.add
        ((Real.continuous_sinh.comp continuous_neg).smul continuous_const)).add
        (((Real.continuous_cosh.comp continuous_neg).sub continuous_const).smul
          continuous_const)
    have h0 : boost θ (-0) = 1 := by simp [boost]
    have h := (hc.tendsto 0).mono_left (nhdsWithin_le_nhds (s := {0}ᶜ))
    rwa [h0] at h
  have h := (((boost_slope φ).mul (boost_slope ψ)).sub
    ((boost_slope ψ).mul (boost_slope φ))).mul ((hinv φ).mul (hinv ψ))
  simp only [mul_one] at h
  refine h.congr fun s => ?_
  rw [key, pow_two, mul_inv]
  simp only [smul_mul_assoc, mul_smul_comm, smul_smul, ← smul_sub]
```

For the coordinate axes, sin(0 − π/2) = −1, so the limit is −J. This generates a turn from the y axis towards the x axis. The theorem `thomas_wigner_axes` combines the general limit with the commutator formula. To show that −J is nonzero, it inspects the entry in row 2, column 1, counting from zero, where −J has the value −1.

```lean
/-- For boosts along the two coordinate axes the second-order limit is minus the rotation
generator, and it is nonzero. -/
theorem thomas_wigner_axes :
    Tendsto (fun s : ℝ => (s ^ 2)⁻¹ • (boostLoop 0 (Real.pi / 2) s - 1)) (𝓝[≠] 0)
      (𝓝 (-rotGen)) ∧ -rotGen ≠ 0 := by
  constructor
  · have h := infinitesimal_thomas_wigner 0 (Real.pi / 2)
    rw [boostGen_commutator, zero_sub, Real.sin_neg, Real.sin_pi_div_two, neg_smul,
      one_smul] at h
    exact h
  · intro h
    have h21 := congrFun (congrFun h 2) 1
    simp [rotGen] at h21
```

## A loop that is trivial at every rapidity

The last theorem concerns loops that return every vector to itself, whatever the rapidity. If the loop equals 1 for all s, the quotient (loop − 1)/s² is zero for every nonzero s, and its limit is zero. The limit is also sin(φ − ψ) J. Since limits are unique and J is nonzero, sin(φ − ψ) = 0.

Conversely, if the sine vanishes, the generators commute. Each boost is a polynomial in its generator, so the boosts commute as well, and

A B A⁻¹ B⁻¹ = B A A⁻¹ B⁻¹ = 1.

In the first half of the Lean proof, `tendsto_nhds_unique` identifies the two limits, and one matrix entry yields the vanishing sine. In the second half, `hk` says that the generators commute, and `key` passes from a generator to its boost. It is used twice, once for each direction, to obtain `hB`.

```lean
/-- The loop of boosts is the identity at every rapidity exactly when the sine of the angle
between the two directions vanishes. -/
theorem boostLoop_eq_one_iff (φ ψ : ℝ) :
    (∀ s, boostLoop φ ψ s = 1) ↔ Real.sin (φ - ψ) = 0 := by
  constructor
  · intro hl
    -- a trivial loop has a vanishing second-order limit
    have h := infinitesimal_thomas_wigner φ ψ
    simp only [hl, sub_self, smul_zero] at h
    have h0 := tendsto_nhds_unique h tendsto_const_nhds
    rw [boostGen_commutator] at h0
    have h21 := congrFun (congrFun h0 2) 1
    simpa [rotGen] using h21
  · intro hs s
    -- commuting generators give commuting boosts
    have hk : Commute (boostGen φ) (boostGen ψ) := by
      have h := boostGen_commutator φ ψ
      rw [hs, zero_smul] at h
      exact sub_eq_zero.mp h
    have key : ∀ (θ : ℝ) (X : Matrix (Fin 3) (Fin 3) ℝ),
        Commute X (boostGen θ) → Commute X (boost θ s) := fun θ X h =>
      ((Commute.one_right X).add_right (h.smul_right _)).add_right
        ((h.mul_right h).smul_right _)
    have hB : Commute (boost φ s) (boost ψ s) := key ψ _ (key φ _ hk.symm).symm
    unfold boostLoop
    rw [hB.eq, mul_assoc (boost ψ s), boost_mul_neg, mul_one, boost_mul_neg]

end

end ThomasWigner
```

The condition on all s enters the first half through rapidities near zero. Triviality at s = 0 alone would say nothing about the directions, because every boost of zero rapidity is the identity.

```lean
#print axioms ThomasWigner.boost_axes
-- 'ThomasWigner.boost_axes' depends on axioms: [propext, Classical.choice, Quot.sound]
#print axioms ThomasWigner.rotation_hasDerivAt
-- 'ThomasWigner.rotation_hasDerivAt' depends on axioms: [propext, Classical.choice, Quot.sound]
#print axioms ThomasWigner.thomas_wigner_axes
-- 'ThomasWigner.thomas_wigner_axes' depends on axioms: [propext, Classical.choice, Quot.sound]
#print axioms ThomasWigner.boostLoop_eq_one_iff
-- 'ThomasWigner.boostLoop_eq_one_iff' depends on axioms: [propext, Classical.choice, Quot.sound]
```

## Starting from the product of two boosts

The statement could have been modelled with the product B_φ(s) B_ψ(s), written as a rotation times a single boost. The quantity of interest would then be the rotation angle, whose leading term is (s²/2) sin(φ − ψ), half the coefficient found for the loop. That formulation would give the Thomas-Wigner rotation at finite rapidity, but it would require constructing the decomposition and extracting its angle. The loop avoids this work, at the price of being a rotation only to leading order: for non-collinear directions, a boost part appears at order s³.
